# Hyperfine centroids for a coupling linear in the nuclear spin: no first-order shift, and a second-order shift proportional to I(I+1) at fixed electronic operators and energies

Before a transition in an isotope with nuclear spin I goes into a King plot, which compares the isotope shifts of two transitions, the hyperfine structure of each level is reduced to one number. This is the centroid, the mean of the hyperfine energies E_F weighted by the number of states with total angular momentum F:

E_cent = Σ_F (2F + 1) E_F / Σ_F (2F + 1)

For a coupling linear in the nuclear spin, such as the magnetic dipole interaction, this average removes the first-order effect completely. In second order a shift generally remains, and it is corrected for when it is not negligible at the accuracy of the measurement. The Lean file below proves that the first-order shift vanishes. For a level coupled to finitely many others, it also proves a formula for the second-order shift, which shows how this shift depends on the nuclear spin.

## Spin matrices and the coupling

```lean
import Mathlib

open Matrix
open scoped Kronecker

namespace HyperfineCentroid

noncomputable section

variable {n n' p q : Type*} [Fintype n] [DecidableEq n] [Fintype n'] [DecidableEq n']
  [Fintype p] [Fintype q]
```

Lean labels the rows and columns of a matrix by finite types. Here `n` labels the nuclear spin states, `n'` those of a second isotope, and `p` and `q` the states of two electronic levels. Below, d is the number of nuclear states and N the number of states in `p`.

```lean
/-- Hermitian matrices `J 0, J 1, J 2` with the angular-momentum commutation relations
(indices cyclic, units of ℏ) and total square `c`. -/
structure IsSpin (J : Fin 3 → Matrix n n ℂ) (c : ℝ) : Prop where
  herm : ∀ k, (J k)ᴴ = J k
  comm : ∀ k, J k * J (k + 1) - J (k + 1) * J k = Complex.I • J (k + 2)
  casimir : ∑ k, J k * J k = (c : ℂ) • (1 : Matrix n n ℂ)
```

The letter `J` stands for the nuclear spin, usually written I, and not for an electronic angular momentum. `IsSpin J c` says that three matrices J_0, J_1, J_2 satisfy

J_k* = J_k
J_k J_{k+1} − J_{k+1} J_k = i J_{k+2}
J_0² + J_1² + J_2² = c · 1

The star is the conjugate transpose, written `ᴴ` in Lean. Indices live in `Fin 3`, where addition is cyclic, so 2 + 1 = 0. Spins are in units of ℏ. For a single nuclear spin I one has c = I(I+1) and d = 2I + 1; the file keeps c as a real parameter and does not derive these values.

```lean
/-- The hyperfine coupling `∑ J_k ⊗ T_k` of the nuclear spin to electronic operators, which
may connect two electronic levels of different degeneracy. -/
def hyperfine (J : Fin 3 → Matrix n n ℂ) (T : Fin 3 → Matrix p q ℂ) :
    Matrix (n × p) (n × q) ℂ := ∑ k, J k ⊗ₖ T k
```

This is the coupling

W = Σ_k J_k ⊗ T_k

The electronic matrices T_k may be rectangular, because they can connect levels of different degeneracy. Their physical content, including the nuclear g-factor, is left open. Interactions quadratic in the nuclear spin, such as the electric quadrupole term, are not of this form.

```lean
/-- The electronic coupling strength `∑ tr (T_k T_k*)`. -/
def strength (T : Fin 3 → Matrix p q ℂ) : ℂ := ∑ k, trace (T k * (T k)ᴴ)
```

The strength is S = Σ_k tr(T_k T_k*), which is the sum of the squared moduli of all entries of the three electronic matrices.

```lean
/-- The centroid of a multiplet: the trace of its effective Hamiltonian divided by the number
of states, for a nonempty set of states. -/
def centroid (H : Matrix p p ℂ) : ℂ := trace H / (Fintype.card p : ℂ)
```

The centroid is the trace of the effective Hamiltonian divided by the number of states. Since each E_F occurs 2F + 1 times among the eigenvalues, this is the weighted mean from the beginning.

## Traces of the spin components

```lean
/-- Every component of the nuclear spin is traceless. -/
theorem trace_spin {J : Fin 3 → Matrix n n ℂ} {c : ℝ} (h : IsSpin J c) (k : Fin 3) :
    trace (J k) = 0 := by
  have e : ∀ k : Fin 3, k + 1 + 2 = k := by decide
  -- a component is a commutator, up to the factor i
  have t := congrArg trace (h.comm (k + 1))
  rw [e, trace_sub, trace_mul_comm, sub_self, trace_smul] at t
  exact (smul_eq_zero.mp t.symm).resolve_left Complex.I_ne_zero
```

The theorem says tr J_k = 0. By hand, the commutation relation with its index moved up by one reads

J_{k+1} J_{k+2} − J_{k+2} J_{k+1} = i J_k

The two products on the left have the same trace, so 0 = i tr J_k, and i ≠ 0.

The Lean proof follows this line. `congrArg trace` takes the trace of both sides, `trace_mul_comm` exchanges the factors, and the last line divides out i.

```lean
/-- Different spin components are trace-orthogonal, and each has squared trace norm `c d / 3`,
where `d` is the number of nuclear spin states. -/
theorem trace_spin_mul {J : Fin 3 → Matrix n n ℂ} {c : ℝ} (h : IsSpin J c) (j k : Fin 3) :
    trace (J j * J k) = if j = k then (c : ℂ) * (Fintype.card n : ℂ) / 3 else 0 := by
  have e1 : ∀ k : Fin 3, k + 1 + 1 = k + 2 := by decide
  have e2 : ∀ k : Fin 3, k + 1 + 2 = k := by decide
  have e3 : ∀ k : Fin 3, k + 2 + 1 = k := by decide
  have e4 : ∀ k : Fin 3, k + 2 + 2 = k + 1 := by decide
  have ne : ∀ k : Fin 3, k ≠ k + 1 := by decide
  have tri : ∀ j k : Fin 3, j = k ∨ k = j + 1 ∨ j = k + 1 := by decide
  -- neighbouring components are orthogonal
  have orth : ∀ k, trace (J k * J (k + 1)) = 0 := by
    intro k
    have r := h.comm (k + 2)
    rw [e3, e4] at r
    have t := congrArg (fun M => trace (J k * M)) r
    simp only [Matrix.mul_sub, Matrix.mul_smul, trace_sub, trace_smul] at t
    rw [← Matrix.mul_assoc (J k) (J (k + 2)) (J k),
      trace_mul_comm (J k * J (k + 2)) (J k), sub_self] at t
    exact (smul_eq_zero.mp t.symm).resolve_left Complex.I_ne_zero
  -- neighbouring components have equal norm
  have eqn : ∀ k, trace (J k * J k) = trace (J (k + 1) * J (k + 1)) := by
    intro k
    have r1 := h.comm (k + 1)
    have r2 := h.comm (k + 2)
    rw [e1, e2] at r1
    rw [e3, e4] at r2
    have t1 := congrArg (fun M => trace (J k * M)) r1
    have t2 := congrArg (fun M => trace (J (k + 1) * M)) r2
    simp only [Matrix.mul_sub, Matrix.mul_smul, trace_sub, trace_smul, smul_eq_mul] at t1 t2
    have u1 : trace (J (k + 1) * (J (k + 2) * J k)) = trace (J k * (J (k + 1) * J (k + 2))) := by
      rw [← Matrix.mul_assoc, trace_mul_comm]
    have u2 : trace (J (k + 1) * (J k * J (k + 2))) = trace (J k * (J (k + 2) * J (k + 1))) := by
      rw [trace_mul_comm, Matrix.mul_assoc]
    apply mul_left_cancel₀ Complex.I_ne_zero
    linear_combination t2 - t1 - u1 + u2
  have const : ∀ i k, trace (J i * J i) = trace (J k * J k) := by
    intro i k
    rcases tri i k with rfl | rfl | rfl
    · rfl
    · exact eqn i
    · exact (eqn k).symm
  by_cases hjk : j = k
  · subst hjk
    -- the total square fixes the common norm
    have t := congrArg trace h.casimir
    rw [trace_sum, trace_smul, trace_one, Finset.sum_congr rfl (fun i _ => const i j),
      Finset.sum_const, Finset.card_univ, Fintype.card_fin, nsmul_eq_mul, smul_eq_mul] at t
    push_cast at t
    rw [if_pos rfl]
    linear_combination t / 3
  · rw [if_neg hjk]
    rcases tri j k with h1 | rfl | rfl
    · exact absurd h1 hjk
    · exact orth j
    · rw [trace_mul_comm]
      exact orth k
```

In ordinary notation,

tr(J_j J_k) = c d / 3 if j = k, and 0 otherwise.

For the orthogonality, start from J_{k+2} J_k − J_k J_{k+2} = i J_{k+1}. Multiply by J_k from the left and take the trace:

tr(J_k J_{k+2} J_k) − tr(J_k J_k J_{k+2}) = i tr(J_k J_{k+1})

The traces on the left are equal by cyclicity, so the right side vanishes. This is `orth`. Any two different indices are cyclic neighbours, in one order or the other, which is what `tri` records.

For the equal norms, multiply two of the commutation relations by the component on their right-hand side:

i tr(J_k²) = tr(J_k J_{k+1} J_{k+2}) − tr(J_k J_{k+2} J_{k+1})
i tr(J_{k+1}²) = tr(J_{k+1} J_{k+2} J_k) − tr(J_{k+1} J_k J_{k+2})

Cyclicity turns the second right-hand side into the first. In `eqn`, the statements `u1` and `u2` are these two cyclic moves, and `linear_combination` does the remaining algebra. The step `const` extends the equality to any pair of components.

Finally, the trace of the total-square relation gives 3 tr(J_k²) = c d, which fixes the common value.

## Centroids in first and second order

```lean
/-- The first-order hyperfine interaction leaves the centroid of a level unshifted. -/
theorem first_order_centroid {J : Fin 3 → Matrix n n ℂ} {c : ℝ} (h : IsSpin J c)
    (A : Fin 3 → Matrix p p ℂ) : centroid (hyperfine J A) = 0 := by
  have t : trace (hyperfine J A) = 0 := by
    simp only [hyperfine, trace_sum, trace_kronecker, trace_spin h, zero_mul,
      Finset.sum_const_zero]
  rw [centroid, t, zero_div]
```

For a level coupled to itself by square matrices A_k, the first-order centroid is zero. The trace of a Kronecker product factorises:

tr(Σ_k J_k ⊗ A_k) = Σ_k tr(J_k) tr(A_k) = 0

Nothing is assumed about the A_k, not even that they are Hermitian. In Lean, `trace_kronecker` supplies the factorisation and `trace_spin h` the zeros.

```lean
/-- The trace of `W W*` for the hyperfine coupling `W` is `c d / 3` times the electronic
coupling strength. -/
theorem trace_hyperfine_sq {J : Fin 3 → Matrix n n ℂ} {c : ℝ} (h : IsSpin J c)
    (T : Fin 3 → Matrix p q ℂ) :
    trace (hyperfine J T * (hyperfine J T)ᴴ)
      = (c : ℂ) * (Fintype.card n : ℂ) / 3 * strength T := by
  simp only [hyperfine, strength, conjTranspose_sum, conjTranspose_kronecker, h.herm,
    Matrix.sum_mul, Matrix.mul_sum, ← mul_kronecker_mul, trace_sum, trace_kronecker,
    trace_spin_mul h, ite_mul, zero_mul, Finset.sum_ite_eq',
    Finset.mem_univ, if_true, Finset.mul_sum]
```

This is the second-order counterpart, still without energies:

tr(W W*) = (c d / 3) S

Since the J_k are Hermitian, W* = Σ_k J_k ⊗ T_k*, and therefore

W W* = Σ_{j,k} J_j J_k ⊗ T_j T_k*
tr(W W*) = Σ_{j,k} tr(J_j J_k) tr(T_j T_k*)

Only the terms with j = k survive, each with the factor c d / 3. The single `simp only` call performs these steps: it expands the sums, multiplies the Kronecker products, factorises the trace and inserts `trace_spin_mul h`.

```lean
variable {ι : Type*} [Fintype ι] {r : ι → Type*} [∀ b, Fintype (r b)]

/-- Let a level at `E₀` be coupled to levels at `E b ≠ E₀`, with first-order amplitudes `X b`.
The centroid of its second-order hyperfine Hamiltonian is `c / 3` times an electronic sum. -/
theorem second_order_centroid [Nonempty n] {J : Fin 3 → Matrix n n ℂ} {c : ℝ}
    (h : IsSpin J c) (T : ∀ b, Fin 3 → Matrix p (r b) ℂ) (E₀ : ℝ) (E : ι → ℝ)
    (hE : ∀ b, E₀ ≠ E b) (X : ∀ b, Matrix (n × r b) (n × p) ℂ)
    (hX : ∀ b, ((E₀ - E b : ℝ) : ℂ) • X b = (hyperfine J (T b))ᴴ) :
    centroid (∑ b, hyperfine J (T b) * X b)
      = (c : ℂ) / 3 * (∑ b, strength (T b) / ((E₀ - E b : ℝ) : ℂ)) / (Fintype.card p : ℂ) := by
  have hn : (Fintype.card n : ℂ) ≠ 0 := Nat.cast_ne_zero.mpr Fintype.card_ne_zero
  -- contribution of one distant level
  have key : ∀ b, trace (hyperfine J (T b) * X b)
      = (Fintype.card n : ℂ) * ((c : ℂ) / 3 * (strength (T b) / ((E₀ - E b : ℝ) : ℂ))) := by
    intro b
    have hd : ((E₀ - E b : ℝ) : ℂ) ≠ 0 := Complex.ofReal_ne_zero.mpr (sub_ne_zero.mpr (hE b))
    have t := trace_hyperfine_sq h (T b)
    rw [← hX b, Matrix.mul_smul, trace_smul, smul_eq_mul] at t
    apply mul_left_cancel₀ hd
    rw [t]
    field_simp
  rw [centroid, trace_sum, Finset.sum_congr rfl (fun b _ => key b), ← Finset.mul_sum,
    ← Finset.mul_sum, Fintype.card_prod, Nat.cast_mul, mul_div_mul_left _ _ hn]
```

Now a level at energy E₀ is coupled to finitely many others, labelled by b, with energies E_b ≠ E₀. Each has its own set of states `r b` and its own coupling W_b, with strength S_b. The hypothesis `hX` is the equation for the first-order amplitudes,

(E₀ − E_b) X_b = W_b*

and the second-order Hamiltonian is taken to be Σ_b W_b X_b. This is the usual expression from perturbation theory; the file starts from it and does not derive it. The energies are those without hyperfine structure, so all states of one level share the same denominator.

To find the centroid, multiply the amplitude equation by W_b and take the trace:

(E₀ − E_b) tr(W_b X_b) = tr(W_b W_b*) = (c d / 3) S_b

Divide by E₀ − E_b, sum over b, and divide by the number of states d N. The factor d cancels:

centroid = (c / 3) · (1 / N) · Σ_b S_b / (E₀ − E_b)

In the proof, `key` is the contribution of one level b, and the final rewriting sums and cancels d. `Nonempty n` ensures d ≠ 0.

In a calculation, this formula makes it unnecessary to build the matrices on the combined nuclear and electronic space. A program adds the squared moduli of the electronic matrix elements for each b, divides by E₀ − E_b, sums, and multiplies by c / (3N). The result is the shift of one level. For a transition, the difference of the two level shifts, upper minus lower, is subtracted from the measured centroid of the transition before the isotope shift is formed. A simple test of such a program builds W_b with a Kronecker-product routine for a small spin and compares the traces.

```lean
/-- For two isotopes with the same electronic operators and energies, the second-order
centroid shifts are in the ratio of the squared nuclear spins `c` and `c'`. -/
theorem isotope_centroid_ratio [Nonempty n] [Nonempty n'] {J : Fin 3 → Matrix n n ℂ}
    {J' : Fin 3 → Matrix n' n' ℂ} {c c' : ℝ} (h : IsSpin J c) (h' : IsSpin J' c')
    (T : ∀ b, Fin 3 → Matrix p (r b) ℂ) (E₀ : ℝ) (E : ι → ℝ) (hE : ∀ b, E₀ ≠ E b)
    (X : ∀ b, Matrix (n × r b) (n × p) ℂ) (X' : ∀ b, Matrix (n' × r b) (n' × p) ℂ)
    (hX : ∀ b, ((E₀ - E b : ℝ) : ℂ) • X b = (hyperfine J (T b))ᴴ)
    (hX' : ∀ b, ((E₀ - E b : ℝ) : ℂ) • X' b = (hyperfine J' (T b))ᴴ) :
    (c' : ℂ) * centroid (∑ b, hyperfine J (T b) * X b)
      = (c : ℂ) * centroid (∑ b, hyperfine J' (T b) * X' b) := by
  rw [second_order_centroid h T E₀ E hE X hX, second_order_centroid h' T E₀ E hE X' hX']
  ring
```

Take two isotopes with the same T_k and the same energies, and call their second-order centroids C and C′. The theorem states

c′ C = c C′

which is the ratio C : C′ = c : c′ without a division. It therefore includes a spinless isotope: with c′ = 0 and c ≠ 0 it gives C′ = 0. The proof inserts the previous formula for both isotopes, and `ring` compares the two sides.

The assumption of equal T_k needs care with real isotopes, whose nuclear g-factors generally differ. Multiplying every T_k by a real factor g multiplies each S_b by g². If the electronic matrix elements are stored without the g-factor, the second-order correction thus scales as g² I(I+1), and not as I(I+1) alone. In a King plot that mixes isotopes with and without nuclear spin, this correction is zero for those without spin.

## Spin one half as an explicit case

```lean
/-- The spin-one-half matrices, half the Pauli matrices. -/
def spinHalf : Fin 3 → Matrix (Fin 2) (Fin 2) ℂ :=
  ![!![0, 1 / 2; 1 / 2, 0], !![0, -Complex.I / 2; Complex.I / 2, 0], !![1 / 2, 0; 0, -1 / 2]]
```

These are the matrices σ_x/2, σ_y/2 and σ_z/2, in this order for k = 0, 1, 2, where σ_x, σ_y and σ_z are the Pauli matrices.

```lean
/-- The spin-one-half matrices satisfy the spin relations with `c = 3 / 4`. -/
theorem isSpin_witness : IsSpin spinHalf (3 / 4) where
  herm := by
    intro k
    fin_cases k <;> ext i j <;> fin_cases i <;> fin_cases j <;>
      simp [spinHalf]
  comm := by
    intro k
    fin_cases k
    · change spinHalf 0 * spinHalf 1 - spinHalf 1 * spinHalf 0 = Complex.I • spinHalf 2
      ext i j
      fin_cases i <;> fin_cases j <;>
        simp [spinHalf, Complex.ext_iff] <;> norm_num
    · change spinHalf 1 * spinHalf 2 - spinHalf 2 * spinHalf 1 = Complex.I • spinHalf 0
      ext i j
      fin_cases i <;> fin_cases j <;>
        simp [spinHalf, Complex.ext_iff] <;> norm_num
    · change spinHalf 2 * spinHalf 0 - spinHalf 0 * spinHalf 2 = Complex.I • spinHalf 1
      ext i j
      fin_cases i <;> fin_cases j <;>
        simp [spinHalf, Complex.ext_iff] <;> norm_num
  casimir := by
    rw [Fin.sum_univ_three]
    ext i j
    fin_cases i <;> fin_cases j <;>
      simp [spinHalf, Matrix.mul_apply, Fin.sum_univ_succ, Complex.ext_iff] <;> norm_num

end

end HyperfineCentroid
```

They satisfy all three conditions of `IsSpin` with c = 3/4 = ½ · (½ + 1), so the theorems apply to a nucleus of spin one half, where the factor c / 3 is 1/4. By hand one multiplies 2 × 2 matrices; for instance, the product of the first two is (i/2) J_2, the reversed product is −(i/2) J_2, and their difference is i J_2. Each J_k² is one quarter of the identity, so the three add up to 3/4.

Lean does the same entry by entry: `fin_cases` runs through the components and matrix positions, `simp` evaluates the entries, and `norm_num` settles the remaining arithmetic.

```lean
#print axioms HyperfineCentroid.first_order_centroid
#print axioms HyperfineCentroid.second_order_centroid
#print axioms HyperfineCentroid.isotope_centroid_ratio
```

```
'HyperfineCentroid.first_order_centroid' depends on axioms: [propext, Classical.choice, Quot.sound]
'HyperfineCentroid.second_order_centroid' depends on axioms: [propext, Classical.choice, Quot.sound]
'HyperfineCentroid.isotope_centroid_ratio' depends on axioms: [propext, Classical.choice, Quot.sound]
```
